# For a large enough upward shift of the low levels, solutions of the projected Sternheimer equation have no low-energy component

Let `H` be a Hermitian operator on a finite-dimensional complex inner product space, and let P project onto its eigenvectors with energy at most e. The lemma says that if all energies are at least l and the real shift s exceeds e − l, then every solution x of (H − e + sP)x = −(1 − P)b satisfies Px = 0. The vector b is arbitrary, and neither b nor x need be normalised. The attempt treats Px as a sum over low eigenvectors and shows that each term vanishes: the source has no amplitude there, while the shifted operator multiplies the amplitude of x by a positive number.

The first attempt, which Lean rejects:

```lean
import Mathlib

open Module

namespace LowProjectorSolution

noncomputable section

variable {V : Type*} [NormedAddCommGroup V] [InnerProductSpace ℂ V] [FiniteDimensional ℂ V]
variable {n : ℕ} {H : V →ₗ[ℂ] V}

/-- The projector `P` onto the eigenvectors of the Hermitian operator `H` with energy at
most `e`. -/
def lowProjector (hH : H.IsSymmetric) (hn : finrank ℂ V = n) (e : ℝ) : V →ₗ[ℂ] V where
  toFun x := ∑ i ∈ Finset.univ.filter (fun i => hH.eigenvalues hn i ≤ e),
    inner ℂ (hH.eigenvectorBasis hn i) x • hH.eigenvectorBasis hn i
  map_add' x y := by
    simp only [inner_add_right, add_smul, Finset.sum_add_distrib]
  map_smul' c x := by
    simp only [inner_smul_right, mul_smul, Finset.smul_sum, RingHom.id_apply]

/-- The shifted Sternheimer operator `H - e + s P`. -/
def sternheimerOp (hH : H.IsSymmetric) (hn : finrank ℂ V = n) (e s : ℝ) : V →ₗ[ℂ] V :=
  H - (e : ℂ) • LinearMap.id + (s : ℂ) • lowProjector hH hn e

/-- The level `ε - e`, raised by `s` if the energy `ε` is at most `e`. -/
def shiftedEnergy (e s ε : ℝ) : ℝ := ε - e + if ε ≤ e then s else 0

/-- The projector keeps the amplitudes on eigenvectors with energy at most `e` and removes
all others. -/
theorem inner_lowProjector (hH : H.IsSymmetric) (hn : finrank ℂ V = n) (e : ℝ)
    (i : Fin n) (x : V) :
    inner ℂ (hH.eigenvectorBasis hn i) (lowProjector hH hn e x) =
      if hH.eigenvalues hn i ≤ e then inner ℂ (hH.eigenvectorBasis hn i) x else 0 := by
  change inner ℂ (hH.eigenvectorBasis hn i)
    (∑ j ∈ Finset.univ.filter (fun j => hH.eigenvalues hn j ≤ e),
      inner ℂ (hH.eigenvectorBasis hn j) x • hH.eigenvectorBasis hn j) = _
  rw [inner_sum]
  simp only [inner_smul_right, orthonormal_iff_ite.mp (hH.eigenvectorBasis hn).orthonormal,
    mul_ite, mul_one, mul_zero, Finset.sum_ite_eq, Finset.mem_filter, Finset.mem_univ, true_and]

/-- The shifted operator is diagonal in the eigenbasis of `H`: it multiplies each amplitude by
the shifted energy. -/
theorem inner_sternheimerOp (hH : H.IsSymmetric) (hn : finrank ℂ V = n) (e s : ℝ)
    (i : Fin n) (x : V) :
    inner ℂ (hH.eigenvectorBasis hn i) (sternheimerOp hH hn e s x) =
      (shiftedEnergy e s (hH.eigenvalues hn i) : ℂ) *
        inner ℂ (hH.eigenvectorBasis hn i) x := by
  have h : H (hH.eigenvectorBasis hn i) =
      ((hH.eigenvalues hn i : ℝ) : ℂ) • hH.eigenvectorBasis hn i :=
    hH.apply_eigenvectorBasis hn i
  change inner ℂ (hH.eigenvectorBasis hn i)
    (H x - (e : ℂ) • x + (s : ℂ) • lowProjector hH hn e x) = _
  rw [inner_add_right, inner_sub_right, inner_smul_right, inner_smul_right,
    inner_lowProjector, ← hH (hH.eigenvectorBasis hn i) x, h, inner_smul_left,
    Complex.conj_ofReal]
  unfold shiftedEnergy
  split_ifs <;> push_cast <;> ring

/-- If all energies are at least `l` and `s > e - l`, every solution of
`(H - e + s P) x = -(1 - P) b` satisfies `P x = 0`. -/
theorem lowProjector_solution (hH : H.IsSymmetric) (hn : finrank ℂ V = n) {l e s : ℝ}
    (hl : ∀ i, l ≤ hH.eigenvalues hn i) (hs : e - l < s) {x b : V}
    (hx : sternheimerOp hH hn e s x = -(b - lowProjector hH hn e b)) :
    lowProjector hH hn e x = 0 := by
  refine Finset.sum_eq_zero fun i hi => ?_
  have hi' : hH.eigenvalues hn i ≤ e := (Finset.mem_filter.mp hi).2
  -- the source has no component on a low eigenvector
  have h := inner_sternheimerOp hH hn e s i x
  rw [hx, inner_neg_right, inner_sub_right, inner_lowProjector, if_pos hi', sub_self,
    neg_zero] at h
  have hw : shiftedEnergy e s (hH.eigenvalues hn i) ≠ 0 := by
    rw [shiftedEnergy, if_pos hi']
    have := hl i
    exact ne_of_gt (by linarith)
  rw [(mul_eq_zero.mp h.symm).resolve_left (Complex.ofReal_ne_zero.mpr hw), zero_smul]

end

end LowProjectorSolution
```

The compiler's answer:

```
Main.lean:66:9: error: typeclass instance problem is stuck
  AddCommMonoid ?m.74

Note: Lean will not try to resolve this typeclass instance problem because the type argument to `AddCommMonoid` is a metavariable. This argument must be fully determined before Lean will try to resolve the typeclass.

Hint: Adding type annotations and supplying implicit arguments to functions can give Lean more information for typeclass resolution. For example, if you have a variable `x` that you intend to be a `Nat`, but Lean reports it as having an unresolved type like `?m`, replacing `x` with `(x : Nat)` can get typeclass resolution un-stuck.
```

The error falls on `Finset.sum_eq_zero`, which proves that a finite sum is zero if each of its terms is. The goal at that point is `lowProjector hH hn e x = 0`, whose left side is a linear map applied to a vector; the sum is hidden inside the definition of `lowProjector`. Lean did not read off from this goal the type in which the sum takes its values. That type stayed an unknown, `?m.74`, and Lean will not search for an `AddCommMonoid` structure on an unknown type, so it stopped.

The repair adds a `change` step that restates the goal as the explicit sum over eigenvectors with energy at most `e`. This is allowed because the two forms are equal by definition. `Finset.sum_eq_zero` now meets a visible sum, which fixes the type as `V` and also supplies the index set and the terms. The rest of the proof is unchanged.

The mended proof, as a diff:

```diff
@@ -64,4 +64,6 @@
     (hx : sternheimerOp hH hn e s x = -(b - lowProjector hH hn e b)) :
     lowProjector hH hn e x = 0 := by
+  change ∑ i ∈ Finset.univ.filter (fun i => hH.eigenvalues hn i ≤ e),
+    inner ℂ (hH.eigenvectorBasis hn i) x • hH.eigenvectorBasis hn i = 0
   refine Finset.sum_eq_zero fun i hi => ?_
   have hi' : hH.eigenvalues hn i ≤ e := (Finset.mem_filter.mp hi).2
```
